# A lower bound on the overlap of two low-energy states from the gap above a nondegenerate ground state

If two trial states both have energies close to the ground energy, and I want a lower bound on their overlap, should I assume the gap for the eigenvalues of the Hamiltonian only, or for the energy of every state orthogonal to the ground state? My two states come from different variational ansätze. They are superpositions, so a statement about eigenvalues doesn't seem to apply to them directly. I also don't see how much they must agree: each could carry its own admixture of excited states, and the two admixtures could interfere destructively.

## An eigenvalue gap is enough, and it limits the interference

In finite dimension you need the gap only for the eigenvalues; the bound for all orthogonal states follows. Let $H$ be Hermitian with a unit ground vector $u$ of energy $E_0$, and let every eigenvector orthogonal to $u$ have eigenvalue at least $E_0+g$, with $g>0$. If unit vectors $x,y$ have energies at most $E_0+eg$ and $E_0+fg$, with $e,f\in[0,1]$, then

$$|\langle x,y\rangle|\ \ge\ \sqrt{(1-e)(1-f)}-\sqrt{ef}.$$

The right side is positive exactly when $e+f<1$. For $e=f$ it is $1-2e$, so two states that each lie a tenth of the gap above $E_0$ overlap by at least $0.8$.

The number $g$ stands for a known lower bound on the first excitation energy. The condition $g>0$ excludes a degenerate ground level, where two orthogonal ground states would have $e=f=0$ and no overlap at all.

### From eigenvalues to superpositions

Let $v$ be orthogonal to $u$, and let $b_i$ be an orthonormal eigenbasis of $H$ with eigenvalues $\lambda_i$. Then

$$\langle v,Hv\rangle=\sum_i\lambda_i|\langle b_i,v\rangle|^2,\qquad \|v\|^2=\sum_i|\langle b_i,v\rangle|^2 .$$

For each $i$, put $b_i'=b_i-\langle u,b_i\rangle u$. If $b_i'=0$, then $b_i$ is a multiple of $u$, so $\langle b_i,v\rangle=0$ and the term vanishes from both sums. Otherwise, Hermiticity gives $E_0\langle u,b_i\rangle=\langle Hu,b_i\rangle=\langle u,Hb_i\rangle=\lambda_i\langle u,b_i\rangle$, and hence

$$Hb_i'=\lambda_ib_i-E_0\langle u,b_i\rangle u=\lambda_ib_i'.$$

So $b_i'$ is an eigenvector orthogonal to $u$, and $\lambda_i\ge E_0+g$. Summing the terms gives $\langle v,Hv\rangle\ge(E_0+g)\|v\|^2$.

### From energy to excited weight

Write $x=\langle u,x\rangle u+x'$ with $x'$ orthogonal to $u$. Then $\|x\|^2=|\langle u,x\rangle|^2+\|x'\|^2$. The vector $Hx'$ is also orthogonal to $u$, because $\langle u,Hx'\rangle=E_0\langle u,x'\rangle=0$. The energy therefore has no cross terms:

$$\langle x,Hx\rangle=E_0|\langle u,x\rangle|^2+\langle x',Hx'\rangle\ \ge\ E_0\|x\|^2+g\|x'\|^2 .$$

For a unit vector with energy at most $E_0+eg$ this gives $g\|x'\|^2\le eg$. Dividing by $g$ gives $\|x'\|^2\le e$, and so $|\langle u,x\rangle|^2\ge1-e$. In the same way $\|y'\|^2\le f$ and $|\langle u,y\rangle|^2\ge1-f$.

### From excited weight to overlap

The inner product splits as

$$\langle x,y\rangle=\overline{\langle u,x\rangle}\,\langle u,y\rangle+\langle x',y'\rangle .$$

The last term is the interference you worry about. By Cauchy–Schwarz its modulus is at most $\|x'\|\|y'\|$, so the triangle inequality gives

$$|\langle x,y\rangle|\ge|\langle u,x\rangle||\langle u,y\rangle|-\|x'\|\|y'\|\ge\sqrt{1-e}\sqrt{1-f}-\sqrt e\sqrt f .$$

With $e=\sin^2\alpha$, $f=\sin^2\beta$ and both angles in $[0,\pi/2]$, the right side is $\cos\alpha\cos\beta-\sin\alpha\sin\beta=\cos(\alpha+\beta)$. Some restriction on the signs of the angles is needed: $\beta=-\alpha$ leaves the energy bounds unchanged but would claim an overlap of $1$.

### The Lean statement in words

In the code, `E` is the complex inner product space of states, not an energy. `H` is a linear map on it, and `H.IsSymmetric` says that it is Hermitian. The inner product is conjugate-linear in its first argument. `energy H x` is $\mathrm{Re}\langle x,Hx\rangle$ without division by $\|x\|^2$, so it is the energy expectation value for unit vectors, which is what `hx` and `hy` require. `excited u x` is the vector $x'$ above; it is not normalised and need not be an excited eigenstate.

`GappedGround H u E₀ g` collects the assumptions on the spectrum. Its field `gap` speaks of nonzero eigenvectors orthogonal to `u` only. In one dimension there are none, and the condition is empty.

The theorem `overlap_of_low_energy` is the square-root bound, with `e` and `f` as dimensionless fractions of `g`. It takes upper bounds on the energies, so exact values are included. The theorem `cos_add_le_overlap` is the angle form.

For a Hamiltonian matrix in a finite basis set with a nondegenerate ground state, the result says that two sufficiently good variational energies force the underlying states to resemble each other, whatever ansatz produced them. The values $E_0$ and $g$ then belong to that matrix; passing to the full Hamiltonian on an infinite-dimensional space is a separate step.

```lean
import Mathlib

open ComplexConjugate

namespace LowEnergyOverlap

noncomputable section

variable {E : Type*} [NormedAddCommGroup E] [InnerProductSpace ℂ E]

/-- The real number `Re ⟨x, H x⟩`. For Hermitian `H` and a unit vector `x` it is the energy
expectation value. -/
def energy (H : E →ₗ[ℂ] E) (x : E) : ℝ := (inner ℂ x (H x)).re

/-- The part of `x` that remains after subtracting `⟨u, x⟩ u`. -/
def excited (u x : E) : E := x - inner ℂ u x • u

/-- `H` is Hermitian, `u` is a unit eigenvector of energy `E₀`, and every eigenvector
orthogonal to `u` has eigenvalue at least `E₀ + g`, with `g > 0`. -/
structure GappedGround (H : E →ₗ[ℂ] E) (u : E) (E₀ g : ℝ) : Prop where
  symm : H.IsSymmetric
  unit : ‖u‖ = 1
  eigen : H u = (E₀ : ℂ) • u
  gap_pos : 0 < g
  gap : ∀ (μ : ℝ) (v : E), v ≠ 0 → inner ℂ u v = 0 → H v = (μ : ℂ) • v → E₀ + g ≤ μ

private theorem inner_self_real (x : E) : inner ℂ x x = ((‖x‖ ^ 2 : ℝ) : ℂ) :=
  (inner_self_eq_norm_sq_to_K x).trans (Complex.ofReal_pow _ _).symm

private theorem re_conj_mul (r : ℝ) (z : ℂ) : (conj z * (r * z)).re = r * ‖z‖ ^ 2 := by
  have h : conj z * (r * z) = ((r * ‖z‖ ^ 2 : ℝ) : ℂ) := by
    push_cast
    rw [← Complex.conj_mul']
    ring
  rw [h, Complex.ofReal_re]

/-- For a unit vector `u`, the inner product of two states is the sum of a contribution
along `u` and the inner product of their excited parts. -/
theorem inner_split {u : E} (hu : ‖u‖ = 1) (x y : E) :
    inner ℂ x y = conj (inner ℂ u x) * inner ℂ u y
      + inner ℂ (excited u x) (excited u y) := by
  have huu : inner ℂ u u = (1 : ℂ) := by rw [inner_self_real, hu]; norm_num
  have hxu : inner ℂ x u = conj (inner ℂ u x) := (inner_conj_symm x u).symm
  simp only [excited, inner_sub_left, inner_sub_right, inner_smul_left, inner_smul_right,
    huu, hxu]
  ring

private theorem weight_sum {u : E} (hu : ‖u‖ = 1) (x : E) :
    ‖inner ℂ u x‖ ^ 2 + ‖excited u x‖ ^ 2 = ‖x‖ ^ 2 := by
  have h := inner_split hu x x
  rw [inner_self_real, inner_self_real, Complex.conj_mul'] at h
  exact_mod_cast h.symm

/-- For a unit vector `u`, the overlap of two states is at least the product of their
amplitudes along `u` minus the product of the norms of their excited parts. -/
theorem overlap_lower {u : E} (hu : ‖u‖ = 1) (x y : E) :
    ‖inner ℂ u x‖ * ‖inner ℂ u y‖ - ‖excited u x‖ * ‖excited u y‖ ≤ ‖inner ℂ x y‖ := by
  have h := norm_sub_le (inner ℂ x y) (inner ℂ (excited u x) (excited u y))
  have h' : inner ℂ x y - inner ℂ (excited u x) (excited u y)
      = conj (inner ℂ u x) * inner ℂ u y := by
    rw [inner_split hu x y]; ring
  rw [h', norm_mul, RCLike.norm_conj] at h
  linarith [norm_inner_le_norm (𝕜 := ℂ) (excited u x) (excited u y)]

variable {H : E →ₗ[ℂ] E} {u : E} {E₀ g : ℝ}

/-- In finite dimension, under the assumptions `GappedGround H u E₀ g`, every vector `v` orthogonal
to `u`, eigenvector or not, satisfies `(E₀ + g) ‖v‖² ≤ Re ⟨v, H v⟩`. -/
theorem energy_orthogonal [FiniteDimensional ℂ E] (h : GappedGround H u E₀ g) {v : E}
    (hv : inner ℂ u v = 0) : (E₀ + g) * ‖v‖ ^ 2 ≤ energy H v := by
  let b := h.symm.eigenvectorBasis rfl
  let ev := h.symm.eigenvalues rfl
  have hb : ∀ i, H (b i) = ((ev i : ℝ) : ℂ) • b i :=
    fun i => h.symm.apply_eigenvectorBasis rfl i
  -- expand the norm and the energy in the eigenbasis
  have hn : ‖v‖ ^ 2 = ∑ i, ‖inner ℂ (b i) v‖ ^ 2 := by
    have h1 : ‖v‖ ^ 2 = (inner ℂ v v).re := by rw [inner_self_real, Complex.ofReal_re]
    rw [h1, ← b.sum_inner_mul_inner v v, Complex.re_sum]
    refine Finset.sum_congr rfl fun i _ => ?_
    have h2 := re_conj_mul 1 (inner ℂ (b i) v)
    rw [Complex.ofReal_one, one_mul, one_mul] at h2
    rw [← inner_conj_symm v (b i), h2]
  have he : energy H v = ∑ i, ev i * ‖inner ℂ (b i) v‖ ^ 2 := by
    unfold energy
    rw [← b.sum_inner_mul_inner v (H v), Complex.re_sum]
    refine Finset.sum_congr rfl fun i _ => ?_
    rw [← h.symm (b i) v, hb i, inner_smul_left, Complex.conj_ofReal,
      ← inner_conj_symm v (b i), re_conj_mul]
  rw [hn, he, Finset.mul_sum]
  refine Finset.sum_le_sum fun i _ => ?_
  by_cases hw : excited u (b i) = 0
  · -- a basis vector along `u` does not contribute
    have hbi : b i = inner ℂ u (b i) • u := sub_eq_zero.mp hw
    have h0 : inner ℂ (b i) v = 0 := by rw [hbi, inner_smul_left, hv, mul_zero]
    simp [h0]
  · -- otherwise its excited part is an eigenvector above the gap
    have hs := h.symm u (b i)
    rw [h.eigen, hb i, inner_smul_left, inner_smul_right, Complex.conj_ofReal] at hs
    have h0 : inner ℂ u (excited u (b i)) = 0 := by
      simp [excited, h.unit]
    refine mul_le_mul_of_nonneg_right (h.gap (ev i) _ hw h0 ?_) (sq_nonneg _)
    simp only [excited, map_sub, map_smul, hb i, h.eigen, smul_sub, smul_smul]
    rw [← hs, mul_comm (inner ℂ u (b i)) (E₀ : ℂ)]

private theorem energy_split [FiniteDimensional ℂ E] (h : GappedGround H u E₀ g) (x : E) :
    E₀ * ‖x‖ ^ 2 + g * ‖excited u x‖ ^ 2 ≤ energy H x := by
  have h1 : inner ℂ u (H x) = (E₀ : ℂ) * inner ℂ u x := by
    rw [← h.symm u x, h.eigen, inner_smul_left, Complex.conj_ofReal]
  have h2 : excited u (H x) = H (excited u x) := by
    simp only [excited, map_sub, map_smul, h1, h.eigen, smul_smul]
    rw [mul_comm]
  have h3 : energy H x = E₀ * ‖inner ℂ u x‖ ^ 2 + energy H (excited u x) := by
    unfold energy
    rw [inner_split h.unit x (H x), h1, h2, Complex.add_re, re_conj_mul]
  have h0 : inner ℂ u (excited u x) = 0 := by
    simp [excited, h.unit]
  rw [h3, ← weight_sum h.unit x]
  linarith [energy_orthogonal h h0]

/-- Angle form: in finite dimension, under the assumptions `GappedGround H u E₀ g`, unit states with
energies at most `E₀ + g sin² α` and `E₀ + g sin² β`, with both angles in `[0, π/2]`, overlap by at
least `cos (α + β)`. -/
theorem cos_add_le_overlap [FiniteDimensional ℂ E] (h : GappedGround H u E₀ g) {x y : E}
    (hx : ‖x‖ = 1) (hy : ‖y‖ = 1) {α β : ℝ}
    (hα : α ∈ Set.Icc 0 (Real.pi / 2)) (hβ : β ∈ Set.Icc 0 (Real.pi / 2))
    (hxE : energy H x ≤ E₀ + g * Real.sin α ^ 2)
    (hyE : energy H y ≤ E₀ + g * Real.sin β ^ 2) :
    Real.cos (α + β) ≤ ‖inner ℂ x y‖ := by
  have trig : ∀ θ ∈ Set.Icc 0 (Real.pi / 2), 0 ≤ Real.sin θ ∧ 0 ≤ Real.cos θ :=
    fun θ hθ => ⟨Real.sin_nonneg_of_nonneg_of_le_pi hθ.1 (by linarith [hθ.2, Real.pi_pos]),
      Real.cos_nonneg_of_mem_Icc ⟨by linarith [hθ.1, Real.pi_pos], hθ.2⟩⟩
  -- the energy limits the angle between a state and the ground vector
  have key : ∀ (z : E) (θ : ℝ), ‖z‖ = 1 → θ ∈ Set.Icc 0 (Real.pi / 2) →
      energy H z ≤ E₀ + g * Real.sin θ ^ 2 →
      ‖excited u z‖ ≤ Real.sin θ ∧ Real.cos θ ≤ ‖inner ℂ u z‖ := by
    intro z θ hz hθ hE
    have h1 := energy_split h z
    have h2 := weight_sum h.unit z
    rw [hz] at h1 h2
    have h3 : ‖excited u z‖ ^ 2 ≤ Real.sin θ ^ 2 :=
      le_of_mul_le_mul_left (by linarith) h.gap_pos
    exact ⟨(sq_le_sq₀ (norm_nonneg _) (trig θ hθ).1).mp h3,
      (sq_le_sq₀ (trig θ hθ).2 (norm_nonneg _)).mp
        (by linarith [Real.sin_sq_add_cos_sq θ])⟩
  obtain ⟨hx1, hx2⟩ := key x α hx hα hxE
  obtain ⟨hy1, hy2⟩ := key y β hy hβ hyE
  rw [Real.cos_add]
  linarith [overlap_lower h.unit x y,
    mul_le_mul hx2 hy2 (trig β hβ).2 (norm_nonneg _),
    mul_le_mul hx1 hy1 (norm_nonneg _) (trig α hα).1]

/-- In finite dimension, under the assumptions `GappedGround H u E₀ g`, two unit states with
energies at most `E₀ + e g` and `E₀ + f g`, where `e` and `f` lie in `[0, 1]`, have overlap at least
`√((1-e)(1-f)) - √(e f)`. -/
theorem overlap_of_low_energy [FiniteDimensional ℂ E] (h : GappedGround H u E₀ g) {x y : E}
    (hx : ‖x‖ = 1) (hy : ‖y‖ = 1) {e f : ℝ}
    (he : e ∈ Set.Icc (0 : ℝ) 1) (hf : f ∈ Set.Icc (0 : ℝ) 1)
    (hxE : energy H x ≤ E₀ + e * g) (hyE : energy H y ≤ E₀ + f * g) :
    √((1 - e) * (1 - f)) - √(e * f) ≤ ‖inner ℂ x y‖ := by
  have hsin : ∀ t ∈ Set.Icc (0 : ℝ) 1, Real.sin (Real.arcsin √t) = √t := fun t ht =>
    Real.sin_arcsin (by linarith [Real.sqrt_nonneg t])
      (Real.sqrt_le_iff.mpr ⟨zero_le_one, by linarith [ht.2]⟩)
  have hmem : ∀ t : ℝ, Real.arcsin √t ∈ Set.Icc 0 (Real.pi / 2) := fun t =>
    ⟨Real.arcsin_nonneg.mpr (Real.sqrt_nonneg t), Real.arcsin_le_pi_div_two _⟩
  have main := cos_add_le_overlap h hx hy (hmem e) (hmem f)
    (by rw [hsin e he, Real.sq_sqrt he.1]; linarith)
    (by rw [hsin f hf, Real.sq_sqrt hf.1]; linarith)
  rw [Real.cos_add, hsin e he, hsin f hf, Real.cos_arcsin, Real.cos_arcsin,
    Real.sq_sqrt he.1, Real.sq_sqrt hf.1] at main
  rwa [Real.sqrt_mul (sub_nonneg.mpr he.2), Real.sqrt_mul he.1]

/-- The three-level Hamiltonian `diag(0, 1, 3)`. -/
def threeLevel : EuclideanSpace ℂ (Fin 3) →ₗ[ℂ] EuclideanSpace ℂ (Fin 3) where
  toFun v := WithLp.toLp 2 fun i => (![0, 1, 3] : Fin 3 → ℂ) i * v.ofLp i
  map_add' x y := by ext i; simp [mul_add]
  map_smul' c x := by ext i; simp [mul_left_comm]

/-- The three-level Hamiltonian with the first basis vector has ground energy `0` and
gap `1` in the sense of `GappedGround`. -/
theorem gappedGround_witness :
    GappedGround threeLevel (EuclideanSpace.single 0 1) 0 1 := by
  have hH : ∀ (v : EuclideanSpace ℂ (Fin 3)) (i : Fin 3),
      (threeLevel v).ofLp i = (![0, 1, 3] : Fin 3 → ℂ) i * v.ofLp i := fun _ _ => rfl
  refine ⟨?_, by simp, ?_, one_pos, ?_⟩
  · intro x y
    simp only [PiLp.inner_apply]
    refine Finset.sum_congr rfl fun i _ => ?_
    have h3 : conj (3 : ℂ) = 3 := Complex.ext (by simp) (by simp)
    rw [hH, hH]
    fin_cases i <;> simp [mul_comm]
    rw [h3]
    ring
  · ext i
    rw [hH]
    fin_cases i <;> simp
  · intro μ v hv huv hvH
    by_contra hlt
    have h0 : v.ofLp 0 = 0 := by simpa [EuclideanSpace.inner_single_left] using huv
    have hc : ∀ i, (![0, 1, 3] : Fin 3 → ℂ) i * v.ofLp i = (μ : ℂ) * v.ofLp i := by
      intro i
      rw [← hH, hvH]
      rfl
    -- a component at a level `r ≥ 1` vanishes when `μ < 1`
    have hz : ∀ r : ℝ, 1 ≤ r → ∀ z : ℂ, (r : ℂ) * z = μ * z → z = 0 := by
      intro r hr z hrz
      have h1 : ((r - μ : ℝ) : ℂ) * z = 0 := by
        push_cast
        linear_combination hrz
      rcases mul_eq_zero.mp h1 with h2 | h2
      · exact absurd (by linarith [Complex.ofReal_eq_zero.mp h2]) hlt
      · exact h2
    have h1 : v.ofLp 1 = 0 := hz 1 le_rfl _ (by simpa using hc 1)
    have h2 : v.ofLp 2 = 0 := hz 3 (by norm_num) _ (by simpa using hc 2)
    apply hv
    ext i
    fin_cases i
    · exact h0
    · exact h1
    · exact h2

end

end LowEnergyOverlap
```

```lean
#print axioms LowEnergyOverlap.overlap_of_low_energy
```

```
'LowEnergyOverlap.overlap_of_low_energy' depends on axioms: [propext, Classical.choice, Quot.sound]
```

### The same steps in the proof

`inner_split` is the decomposition of $\langle x,y\rangle$, and `weight_sum` is its case $y=x$. `overlap_lower` combines the triangle inequality (`norm_sub_le`) with Cauchy–Schwarz (`norm_inner_le_norm`). These three need only that `u` is a unit vector; no Hamiltonian enters.

`energy_orthogonal` carries out the passage from eigenvalues to superpositions. It takes the eigenbasis from `eigenvectorBasis`, expands the norm and the energy in it as `hn` and `he`, and compares the two sums term by term with `Finset.sum_le_sum`. The `by_cases` step separates basis vectors along `u` from the others, as above, and `h.gap` is applied to the excited part of `b i`.

`energy_split` is the energy inequality for a general vector. Its step `h2` says that taking the excited part commutes with `H`, which removes the cross terms.

In `cos_add_le_overlap`, the step `key` turns the energy bound into $\|z'\|\le\sin\theta$ and $\cos\theta\le|\langle u,z\rangle|$ for a unit vector $z$. It cancels $g$ by `le_of_mul_le_mul_left` and removes the squares by `sq_le_sq₀`; the latter needs sine and cosine to be nonnegative, hence the range of the angles. Two uses of `mul_le_mul` then multiply the bounds for $x$ and $y$.

The square-root form is obtained from the angle form by setting $\alpha=\arcsin\sqrt e$ and $\beta=\arcsin\sqrt f$, whereas the derivation above reaches it directly.

Finally, `gappedGround_witness` verifies the assumptions for `threeLevel`, the Hamiltonian $\mathrm{diag}(0,1,3)$, with $E_0=0$ and $g=1$. An eigenvector orthogonal to the first basis vector with eigenvalue below $1$ would have all three components zero.

### Orthogonal states share at least one gap

The same argument limits how low two orthogonal unit states can lie together. If $\langle x,y\rangle=0$, the overlap inequality gives $|\langle u,x\rangle||\langle u,y\rangle|\le\|x'\|\|y'\|$. With $p=\|x'\|^2$ and $q=\|y'\|^2$, squaring yields $(1-p)(1-q)\le pq$, that is, $p+q\ge1$. Adding the two energy inequalities gives

$$\langle x,Hx\rangle+\langle y,Hy\rangle\ \ge\ 2E_0+g(p+q)\ \ge\ 2E_0+g .$$

This corollary is argued here in prose and has no theorem in the code.
